# The field energy and the charging work of a spherical ion in a uniform dielectric, relative to vacuum, both equal the Born energy

## Ion, medium and units

An ion is a sphere of radius \(a>0\) carrying a charge \(q\), which may have either sign. It sits in a medium of uniform permittivity \(\varepsilon\) that fills all space outside the sphere. Units are Gaussian, so the vacuum has permittivity 1. The electric field is radial, and \(E(r)\) is its component along the outward direction at distance \(r\) from the centre.

Gauss's law outside the ion says that the flux of \(\varepsilon E\) through every sphere of radius \(r>a\) is \(4\pi q\):
\[
4\pi r^2\,\varepsilon E(r)=4\pi q .
\]
The vacuum field \(E_0\) of the same ion obeys this law with \(\varepsilon=1\).

The energy density of a field \(E\) in the medium is \(\varepsilon E^2/(8\pi)\). The field energy of the ion is the excess over vacuum, integrated over the exterior:
\[
W_{\text{field}}=\int_a^\infty 4\pi r^2\left(\frac{\varepsilon E(r)^2}{8\pi}-\frac{E_0(r)^2}{8\pi}\right)dr .
\]

The surface potential, measured from infinity, is \(\varphi=\int_a^\infty E(r)\,dr\). Let \(\varphi(t)\) and \(\varphi_0(t)\) be its values in the medium and in vacuum when the ion carries charge \(t\). Building up the charge from 0 to \(q\) then costs, relative to vacuum,
\[
W_{\text{charge}}=\int_0^q\bigl(\varphi(t)-\varphi_0(t)\bigr)\,dt .
\]

Only the exterior enters these definitions. The physical picture is that the inside of the ion is the same in both environments, so its field energy cancels in the difference.

## Two energies, one value

The result is
\[
W_{\text{field}}=W_{\text{charge}}=-\left(1-\frac1\varepsilon\right)\frac{q^2}{2a}.
\]
The right-hand side is the Born energy, which in this model is the electrostatic part of the free energy of moving the ion from vacuum into the solvent at constant temperature. For a solver of the dielectric Poisson equation, as used in implicit-solvent electronic structure, it gives a closed-form reference value in the special case of one spherical ion in a uniform linear medium.

In Lean this is the theorem `born_formula`. Its objects correspond to the physics as follows.

- `GaussLaw ε q a E` is the flux condition, required at every `r` with `a < r`. The field is a function `E : ℝ → ℝ` of the radius alone, so spherical symmetry is built into the type. Its values at and inside the surface are unrestricted.
- `energyDensity`, `fieldEnergy` and `surfacePotential` are the density and the two exterior integrals above. The set `Ioi a` is the range \(r>a\).
- `F` and `F₀` are families of fields: `F t` is the field in the medium at charge `t`, and `F₀ t` is the vacuum field at the same charge. `chargingEnergy` integrates the difference of their surface potentials from 0 to `q`. The integral is oriented, so negative `q` is covered too.
- `bornEnergy ε a q` is the closed formula.

The hypotheses are `0 < a` and Gauss's law for both families at every real charge. No formula for the field is assumed, nor is proportionality of field to charge; both follow from Gauss's law. The permittivity is not assumed to be at least 1, or even positive. That it is nonzero follows from the hypotheses, as shown below. The theorem `gaussLaw_witness` shows that the screened Coulomb field \(q/(\varepsilon r^2)\) obeys the law for any nonzero \(\varepsilon\), so suitable families exist.

Gauss's law with a constant \(\varepsilon\) is a postulate here. It stands for a solvent that responds linearly, locally and uniformly right up to the ion's surface. Real solvents have molecular structure there, and their response can saturate in strong fields. The radius \(a\) is likewise an input, and the energies of forming the cavity and of dispersion are absent from the model.

## The field and its energy

Dividing Gauss's law by \(4\pi\) gives \(r^2\varepsilon E(r)=q\), hence
\[
E(r)=\frac{q}{\varepsilon r^2},\qquad E_0(r)=\frac{q}{r^2}\qquad(r>a).
\]
Dividing by \(\varepsilon\) is allowed. If \(\varepsilon\) were zero, Gauss's law for a unit charge would read \(0=4\pi\).

Insert the fields into the excess energy per unit radius:
\[
4\pi r^2\cdot\frac{1}{8\pi}\left(\varepsilon\,\frac{q^2}{\varepsilon^2r^4}-\frac{q^2}{r^4}\right)
=\left(\frac1\varepsilon-1\right)\frac{q^2}{2r^2}.
\]

Every integral over the exterior now has the same form. For a constant \(c\),
\[
\int_a^\infty\frac{c}{r^2}\,dr=\lim_{L\to\infty}c\left(\frac1a-\frac1L\right)=\frac ca .
\]
With \(c=(1/\varepsilon-1)q^2/2\) this gives
\[
W_{\text{field}}=\left(\frac1\varepsilon-1\right)\frac{q^2}{2a}
=-\left(1-\frac1\varepsilon\right)\frac{q^2}{2a}.
\]

An error to avoid at this point is to keep the vacuum field \(q/r^2\) in both terms and change only the permittivity in the energy density. The result is then \((\varepsilon-1)q^2/(2a)\), which is positive for \(\varepsilon>1\) and would make a polar solvent repel ions. At fixed charge it is \(\varepsilon E\) that stays the same, while \(E\) falls by the factor \(1/\varepsilon\). The energy density therefore falls by \(1/\varepsilon\) as well.

## The work of charging

At charge \(t\) the field in the medium is \(t/(\varepsilon r^2)\), so the same integral with \(c=t/\varepsilon\) gives the surface potential \(\varphi(t)=t/(\varepsilon a)\). In vacuum, \(\varphi_0(t)=t/a\). The difference is linear in the charge:
\[
\varphi(t)-\varphi_0(t)=\left(\frac1\varepsilon-1\right)\frac ta .
\]
Integrating from 0 to \(q\) produces the factor \(q^2/2\):
\[
W_{\text{charge}}=\frac1a\left(\frac1\varepsilon-1\right)\int_0^q t\,dt
=-\left(1-\frac1\varepsilon\right)\frac{q^2}{2a}.
\]

## Distant solvent and the sign of the energy

Take a radius \(R\ge a\) and count only the field energy beyond \(R\). Gauss's law holds for all \(r>a\), hence for all \(r>R\), and the field calculation applies with \(R\) in place of \(a\):
\[
-\left(1-\frac1\varepsilon\right)\frac{q^2}{2R}
=\frac aR\left[-\left(1-\frac1\varepsilon\right)\frac{q^2}{2a}\right].
\]
The energy converges slowly with distance. In this continuum model, the solvent beyond ten ionic radii still contributes a tenth of the Born energy, which indicates how much a simulation of a single ion can miss when it truncates the solvent at a finite radius without a correction.

For the sign, write the Born energy as
\[
-(\varepsilon-1)\,\frac{q^2}{2a\varepsilon}.
\]
When \(\varepsilon>0\), the fraction is nonnegative, and it vanishes only for \(q=0\). The energy is therefore negative exactly when \(\varepsilon>1\) and \(q\ne0\).

## The Lean file

```lean
import Mathlib

open MeasureTheory Set
open scoped Real

namespace BornSolvation

noncomputable section

/-- Gauss's law outside an ion of radius `a` and charge `q`: the flux of the displacement `ε E`
through every sphere of radius `r > a` is `4πq` (Gaussian units). -/
def GaussLaw (ε q a : ℝ) (E : ℝ → ℝ) : Prop :=
  ∀ r, a < r → 4 * π * r ^ 2 * (ε * E r) = 4 * π * q

/-- Electrostatic energy density of a field of strength `e` in a medium of permittivity `ε`. -/
def energyDensity (ε e : ℝ) : ℝ := ε * e ^ 2 / (8 * π)

/-- Field energy outside radius `a` in the medium (field `E`) relative to vacuum (field `E₀`). -/
def fieldEnergy (ε a : ℝ) (E E₀ : ℝ → ℝ) : ℝ :=
  ∫ r in Ioi a, 4 * π * r ^ 2 * (energyDensity ε (E r) - energyDensity 1 (E₀ r))

/-- Potential at radius `a`, relative to infinity, of the radial field `E`. -/
def surfacePotential (a : ℝ) (E : ℝ → ℝ) : ℝ := ∫ r in Ioi a, E r

/-- Work of charging the ion from `0` to `q` in the medium relative to vacuum, where `F t` and
`F₀ t` are the fields in the medium and in vacuum at charge `t`. -/
def chargingEnergy (a q : ℝ) (F F₀ : ℝ → ℝ → ℝ) : ℝ :=
  ∫ t in (0 : ℝ)..q, (surfacePotential a (F t) - surfacePotential a (F₀ t))

/-- The Born energy of an ion of charge `q` and radius `a ≠ 0` in a medium of permittivity
`ε ≠ 0`. -/
def bornEnergy (ε a q : ℝ) : ℝ := -(1 - 1 / ε) * q ^ 2 / (2 * a)

/-- The screened Coulomb field `q / (ε r²)` obeys Gauss's law outside the ion. -/
theorem gaussLaw_witness {ε a : ℝ} (hε : ε ≠ 0) (ha : 0 < a) (q : ℝ) :
    GaussLaw ε q a (fun r => q / (ε * r ^ 2)) := by
  intro r hr
  have hr0 : r ≠ 0 := (ha.trans hr).ne'
  field_simp

/-- Gauss's law determines the radial field outside the ion: it is `q / (ε r²)`. -/
theorem field_eq {ε q a r : ℝ} {E : ℝ → ℝ} (hε : ε ≠ 0) (ha : 0 < a)
    (h : GaussLaw ε q a E) (hr : a < r) : E r = q / ε / r ^ 2 := by
  have hr0 : r ≠ 0 := (ha.trans hr).ne'
  have hπ : 4 * π ≠ 0 := by positivity
  have h2 : r ^ 2 * (ε * E r) = q := by
    apply mul_left_cancel₀ hπ
    linear_combination h r hr
  rw [div_div, eq_div_iff (mul_ne_zero hε (pow_ne_zero 2 hr0))]
  linear_combination h2

/-- An inverse-square tail `c / r²` is integrable over `r > a`, with integral `c / a`. -/
theorem inverse_square_tail {a : ℝ} (ha : 0 < a) (c : ℝ) :
    IntegrableOn (fun r : ℝ => c / r ^ 2) (Ioi a) ∧ ∫ r in Ioi a, c / r ^ 2 = c / a := by
  have e : ∀ r ∈ Ioi a, c * r ^ (-2 : ℝ) = c / r ^ 2 := by
    intro r hr
    have h0 : 0 < r := ha.trans hr
    rw [Real.rpow_neg h0.le, Real.rpow_two, div_eq_mul_inv]
  constructor
  · have h : IntegrableOn (fun r : ℝ => c * r ^ (-2 : ℝ)) (Ioi a) :=
      Integrable.const_mul (integrableOn_Ioi_rpow_of_lt (by norm_num) ha) c
    exact h.congr_fun (fun r hr => e r hr) measurableSet_Ioi
  · have h : ∫ r in Ioi a, c / r ^ 2 = ∫ r in Ioi a, c * r ^ (-2 : ℝ) :=
      setIntegral_congr_fun measurableSet_Ioi (fun r hr => (e r hr).symm)
    have h1 : (-2 : ℝ) + 1 = -1 := by norm_num
    rw [h, integral_const_mul, integral_Ioi_rpow_of_lt (by norm_num) ha, h1,
      Real.rpow_neg_one]
    ring

/-- The field energy per unit radius, medium minus vacuum, is `(1/ε - 1) q² / (2 r²)`. -/
theorem excess_energy_per_radius {ε q a r : ℝ} {E E₀ : ℝ → ℝ} (hε : ε ≠ 0) (ha : 0 < a)
    (h : GaussLaw ε q a E) (h₀ : GaussLaw 1 q a E₀) (hr : a < r) :
    4 * π * r ^ 2 * (energyDensity ε (E r) - energyDensity 1 (E₀ r))
      = (1 / ε - 1) * q ^ 2 / 2 / r ^ 2 := by
  have hr0 : r ≠ 0 := (ha.trans hr).ne'
  rw [field_eq hε ha h hr, field_eq one_ne_zero ha h₀ hr]
  unfold energyDensity
  field_simp
  ring

/-- The field energy outside the ion, medium minus vacuum, is the Born energy. -/
theorem fieldEnergy_eq {ε q a : ℝ} {E E₀ : ℝ → ℝ} (hε : ε ≠ 0) (ha : 0 < a)
    (h : GaussLaw ε q a E) (h₀ : GaussLaw 1 q a E₀) :
    fieldEnergy ε a E E₀ = bornEnergy ε a q := by
  have e : fieldEnergy ε a E E₀ = ∫ r in Ioi a, (1 / ε - 1) * q ^ 2 / 2 / r ^ 2 :=
    setIntegral_congr_fun measurableSet_Ioi
      (fun r hr => excess_energy_per_radius hε ha h h₀ hr)
  rw [e, (inverse_square_tail ha _).2, bornEnergy, div_div]
  ring

/-- The potential at the surface of the ion is `q / (ε a)`. -/
theorem surfacePotential_eq {ε q a : ℝ} {E : ℝ → ℝ} (hε : ε ≠ 0) (ha : 0 < a)
    (h : GaussLaw ε q a E) : surfacePotential a E = q / ε / a := by
  have e : surfacePotential a E = ∫ r in Ioi a, q / ε / r ^ 2 :=
    setIntegral_congr_fun measurableSet_Ioi (fun r hr => field_eq hε ha h hr)
  rw [e, (inverse_square_tail ha _).2]

/-- Born's formula: if the fields in the medium and in vacuum obey Gauss's law at every charge,
then the field energy and the charging energy of the ion both equal the Born energy. -/
theorem born_formula {ε a : ℝ} (q : ℝ) {F F₀ : ℝ → ℝ → ℝ} (ha : 0 < a)
    (hF : ∀ t, GaussLaw ε t a (F t)) (hF₀ : ∀ t, GaussLaw 1 t a (F₀ t)) :
    fieldEnergy ε a (F q) (F₀ q) = bornEnergy ε a q ∧
      chargingEnergy a q F F₀ = bornEnergy ε a q := by
  -- Gauss's law for a unit charge excludes a vanishing permittivity.
  have hε : ε ≠ 0 := by
    intro h0
    have h1 := hF 1 (a + 1) (by linarith)
    rw [h0, zero_mul, mul_zero, mul_one] at h1
    linarith [Real.pi_pos]
  refine ⟨fieldEnergy_eq hε ha (hF q) (hF₀ q), ?_⟩
  -- The potential difference grows linearly with the charge.
  have e : ∀ t, surfacePotential a (F t) - surfacePotential a (F₀ t)
      = (1 / ε - 1) / a * t := by
    intro t
    rw [surfacePotential_eq hε ha (hF t), surfacePotential_eq one_ne_zero ha (hF₀ t)]
    ring
  unfold chargingEnergy bornEnergy
  simp_rw [e]
  rw [intervalIntegral.integral_const_mul, integral_id]
  ring

/-- The region beyond a radius `R ≥ a` contributes the fraction `a / R` of the Born energy. -/
theorem far_region_energy {ε q a R : ℝ} {E E₀ : ℝ → ℝ} (hε : ε ≠ 0) (ha : 0 < a)
    (hR : a ≤ R) (h : GaussLaw ε q a E) (h₀ : GaussLaw 1 q a E₀) :
    fieldEnergy ε R E E₀ = a / R * bornEnergy ε a q := by
  have hR0 : 0 < R := ha.trans_le hR
  rw [fieldEnergy_eq hε hR0 (fun r hr => h r (hR.trans_lt hr))
    (fun r hr => h₀ r (hR.trans_lt hr))]
  have ha0 : a ≠ 0 := ha.ne'
  unfold bornEnergy
  field_simp

/-- For positive permittivity, the Born energy is negative exactly when `ε > 1` and the ion
is charged. -/
theorem bornEnergy_neg_iff {ε a q : ℝ} (hε : 0 < ε) (ha : 0 < a) :
    bornEnergy ε a q < 0 ↔ 1 < ε ∧ q ≠ 0 := by
  have key : bornEnergy ε a q = -((ε - 1) * (q ^ 2 / (2 * a * ε))) := by
    unfold bornEnergy
    field_simp
  rw [key]
  constructor
  · intro h
    have hq : q ≠ 0 := by
      intro h0
      simp [h0] at h
    refine ⟨?_, hq⟩
    by_contra hle
    have hX : 0 ≤ q ^ 2 / (2 * a * ε) := by positivity
    nlinarith [mul_nonneg (sub_nonneg.2 (not_lt.1 hle)) hX]
  · rintro ⟨h1, hq⟩
    have hX : 0 < q ^ 2 / (2 * a * ε) := by positivity
    nlinarith [mul_pos (sub_pos.2 h1) hX]

end

end BornSolvation
```

```lean
#print axioms BornSolvation.born_formula
-- 'BornSolvation.born_formula' depends on axioms: [propext, Classical.choice, Quot.sound]
#print axioms BornSolvation.far_region_energy
-- 'BornSolvation.far_region_energy' depends on axioms: [propext, Classical.choice, Quot.sound]
#print axioms BornSolvation.bornEnergy_neg_iff
-- 'BornSolvation.bornEnergy_neg_iff' depends on axioms: [propext, Classical.choice, Quot.sound]
```

## From Gauss's law to the Born energy in Lean

`field_eq` solves Gauss's law for the field. It cancels the factor \(4\pi\) with `mul_left_cancel₀`, which leaves \(r^2\varepsilon E=q\), and then uses `eq_div_iff` to turn the claimed quotient into that equation. The two calls to `linear_combination` handle the rearrangement.

`inverse_square_tail` is the one piece of calculus over an infinite range. Mathlib's results for power functions, `integrableOn_Ioi_rpow_of_lt` and `integral_Ioi_rpow_of_lt`, apply to exponents below \(-1\). The proof therefore first rewrites \(c/r^2\) as \(c\,r^{-2}\) with a real exponent. The theorem states integrability along with the value because Lean assigns the value 0 to the integral of a non-integrable function; the first half shows that \(c/a\) is the value of a convergent integral.

`excess_energy_per_radius` substitutes both fields into the energy densities and simplifies with `field_simp` and `ring`. This is the cancellation of \(\varepsilon/\varepsilon^2\) done above. `fieldEnergy_eq` then replaces the integrand by its simplified form through `setIntegral_congr_fun`. That step needs equality only for \(r>a\), which is exactly where Gauss's law supplies the field. The tail integral finishes the computation. `surfacePotential_eq` follows the same pattern with the field itself as integrand.

The proof of `born_formula` has three parts. It first obtains `ε ≠ 0` by applying the hypothesis on `F` at charge 1 and radius `a + 1`; a zero permittivity would give \(0=4\pi\), against the positivity of \(\pi\). The field energy is then `fieldEnergy_eq` applied to the fields at charge `q`. For the charging energy, the local statement `e` records that the potential difference is \((1/\varepsilon-1)/a\) times \(t\). Lean takes the constant out of the integral, `integral_id` evaluates \(\int_0^q t\,dt\), and `ring` matches the outcome with `bornEnergy`.

`far_region_energy` applies `fieldEnergy_eq` at radius `R`. The two function arguments restrict Gauss's law from \(r>a\) to \(r>R\), and the remaining algebra compares \(1/R\) with \((a/R)(1/a)\).

`bornEnergy_neg_iff` begins with the factorised form of the energy, named `key`. If the energy is negative, then `q = 0` is impossible because it makes the energy zero, and \(\varepsilon\le1\) is impossible because it makes the energy nonnegative. Conversely, if \(\varepsilon>1\) and \(q\ne0\), both factors are positive and the leading minus sign makes the energy negative. In both directions `nlinarith` receives the relevant product of signs as a hint.
